# Coupling averaging halves the initial slope in \(r_s\) of a pair distribution

Let \(g(r)\) be the ground-state pair distribution of the uniform electron gas at density parameter \(r=r_s\), taken at fixed spin polarisation and a fixed scaled separation, and let

\[
\bar g(r)=\int_0^1 g(\lambda r)\,d\lambda
\]

be its average over the coupling strength \(\lambda\). If \(g\) is continuous for \(r\ge 0\) and has a right-hand slope \(g_1\) at \(r=0\), then

\[
\frac{\bar g(r)-g(0)}{r}\to\frac{g_1}{2}\qquad (r\to 0^+).
\]

For \(r>0\), continuity alone gives \(\dfrac{d}{dr}\big[r(\bar g(r)-1)\big]=g(r)-1\), so the fully coupled function can be recovered from the averaged one.

The argument \(\lambda r\) comes from scaling. Measure lengths in units of \(r_s\) Bohr radii. The kinetic energy then carries a factor \(1/r_s^2\), and the Coulomb energy, background included, carries \(\lambda/r_s\). Multiplying the Hamiltonian by \(r_s^2\) leaves \(\lambda r_s\) as the only parameter. At fixed spin polarisation, the gas with coupling \(\lambda\) therefore has the scaled pair distribution of the fully coupled gas at \(\lambda r_s\).

In density-functional theory the exchange-correlation hole is a coupling average of this kind: for the uniform gas it is the density times \(\bar g-1\). Below, "hole" means \(g-1\) or \(\bar g-1\), without the density factor. For the uniform gas, with \(r_s\) as the one variable, the result converts the high-density slope of \(g\) into that of \(\bar g\).

## The average as a Lean function

```lean
import Mathlib

open Set Filter Topology

namespace ElectronGasCouplingAverage

noncomputable section
```

The first line loads the mathematical library Mathlib. The `open` line allows short names for sets, limits and neighbourhoods, and the namespace keeps the names below together.

```lean
/-- The coupling average of a pair distribution `g`, taken as a function of the density
parameter `r = r_s` at fixed scaled separation: the integral of `g (l r)` over couplings
`l` from 0 to 1. -/
def couplingAverage (g : ℝ → ℝ) (r : ℝ) : ℝ := ∫ l in (0 : ℝ)..1, g (l * r)
```

This defines \(\bar g\). The type `ℝ → ℝ` says that `g` is a real function of a real variable, here \(r_s\). The scaled separation is held fixed and doesn't appear. The variable `l` is \(\lambda\).

The scaling argument enters through this definition: Lean receives a function `g`, not a Hamiltonian or a ground state. What follows therefore holds for any function that meets the stated hypotheses, and it supplies no values of \(g\).

## From the average to an ordinary integral

```lean
/-- The coupling average times `r` is the integral of the pair distribution over the
density parameter from 0 to `r`. -/
theorem mul_couplingAverage (g : ℝ → ℝ) (r : ℝ) :
    r * couplingAverage g r = ∫ s in (0 : ℝ)..r, g s := by
  unfold couplingAverage
  rw [intervalIntegral.mul_integral_comp_mul_right, zero_mul, one_mul]
```

A theorem in Lean lists its data and hypotheses, then a colon, then the claim. The proof follows `:= by`. The claim here is

\[
r\,\bar g(r)=\int_0^r g(s)\,ds .
\]

By hand, substitute \(s=\lambda r\), so that \(ds=r\,d\lambda\) and the limits \(0,1\) become \(0,r\). At \(r=0\) both sides vanish. The proof unfolds the definition and applies the library's version of this substitution.

## Recovering the fully coupled hole

```lean
/-- For `g` continuous on `[0, ∞)` and `r > 0`, the averaged hole `gbar - 1` times `r` has the fully
coupled hole `g - 1` as its derivative in `r`. -/
theorem hasDerivAt_mul_hole {g : ℝ → ℝ} (hg : ContinuousOn g (Ici 0)) {r : ℝ} (hr : 0 < r) :
    HasDerivAt (fun x => x * (couplingAverage g x - 1)) (g r - 1) r := by
  have hint : IntervalIntegrable g MeasureTheory.volume 0 r := by
    apply ContinuousOn.intervalIntegrable
    rw [uIcc_of_le hr.le]
    exact hg.mono Icc_subset_Ici_self
  have hmeas : StronglyMeasurableAtFilter g (𝓝 r) MeasureTheory.volume :=
    ContinuousOn.stronglyMeasurableAtFilter isOpen_Ioi (hg.mono Ioi_subset_Ici_self) r hr
  have hcont : ContinuousAt g r := hg.continuousAt (Ici_mem_nhds hr)
  have heq : (fun x => x * (couplingAverage g x - 1))
      = fun x => (∫ s in (0 : ℝ)..x, g s) - x := by
    funext x
    rw [mul_sub, mul_couplingAverage, mul_one]
  rw [heq]
  exact (intervalIntegral.integral_hasDerivAt_right hint hmeas hcont).fun_sub (hasDerivAt_id' r)
```

The hypothesis `ContinuousOn g (Ici 0)` says that \(g\) is continuous on \([0,\infty)\). Physically, it excludes a jump of the pair distribution at a phase transition as the density changes. The average at \(r\) uses \(g\) only on \([0,r]\), however, so a jump at some larger \(r_s\) has no effect on the initial slope. `HasDerivAt f d r` says that \(f\) is differentiable at \(r\) with derivative \(d\).

By the previous theorem,

\[
r(\bar g(r)-1)=\int_0^r g(s)\,ds-r .
\]

The fundamental theorem of calculus gives the derivative \(g(r)-1\).

The Lean proof first collects what that theorem needs: `hint` says that \(g\) is integrable from \(0\) to \(r\), `hmeas` that it is measurable near \(r\), and `hcont` that it is continuous at \(r\). Then `heq` is the displayed identity, and the last line differentiates the integral and subtracts the derivative of \(r\).

```lean
/-- For `g` continuous on `[0, ∞)` and `r > 0`, the coupling average changes with `r` at the rate
`(g - gbar) / r`. -/
theorem hasDerivAt_couplingAverage {g : ℝ → ℝ} (hg : ContinuousOn g (Ici 0)) {r : ℝ}
    (hr : 0 < r) :
    HasDerivAt (couplingAverage g) ((g r - couplingAverage g r) / r) r := by
  have h := ((hasDerivAt_mul_hole hg hr).fun_div (hasDerivAt_id' r) hr.ne').add_const 1
  have heq : couplingAverage g =ᶠ[𝓝 r]
      fun x => x * (couplingAverage g x - 1) / x + 1 := by
    filter_upwards [Ioi_mem_nhds hr] with x hx
    have hx0 : x ≠ 0 := ne_of_gt hx
    rw [mul_div_cancel_left₀ _ hx0, sub_add_cancel]
  refine (h.congr_of_eventuallyEq heq).congr_deriv ?_
  have hr0 : r ≠ 0 := hr.ne'
  field_simp
  ring
```

In ordinary notation,

\[
\bar g'(r)=\frac{g(r)-\bar g(r)}{r}\qquad (r>0).
\]

To derive it, set \(F(r)=r(\bar g(r)-1)\), so that \(\bar g=F/r+1\) and \(F'=g-1\). The quotient rule gives

\[
\bar g'=\frac{rF'-F}{r^2}
=\frac{r(g-1)-r(\bar g-1)}{r^2}
=\frac{g-\bar g}{r}.
\]

In the proof, `h` is the quotient rule. The identity \(\bar g=F/r+1\) requires a nonzero argument, so `heq` states it only near \(r\), which is enough for a derivative. The tactics `field_simp` and `ring` do the final algebra.

```lean
/-- Two continuous pair distributions with the same coupling average at all `r > 0` agree
at all `r > 0`. -/
theorem eq_of_couplingAverage_eq {g h : ℝ → ℝ} (hg : ContinuousOn g (Ici 0))
    (hh : ContinuousOn h (Ici 0))
    (heq : ∀ r, 0 < r → couplingAverage g r = couplingAverage h r) {r : ℝ} (hr : 0 < r) :
    g r = h r := by
  have hev : (fun x => x * (couplingAverage g x - 1)) =ᶠ[𝓝 r]
      fun x => x * (couplingAverage h x - 1) := by
    filter_upwards [Ioi_mem_nhds hr] with x hx
    rw [heq x hx]
  have hu := (hasDerivAt_mul_hole hg hr).unique
    ((hasDerivAt_mul_hole hh hr).congr_of_eventuallyEq hev)
  linarith
```

If two continuous pair distributions \(g\) and \(h\) have the same coupling average at every \(r>0\), they are equal at every \(r>0\). Indeed, \(r(\bar g-1)\) and \(r(\bar h-1)\) are then the same function for positive \(r\), so their derivatives \(g-1\) and \(h-1\) agree. Lean uses the uniqueness of the derivative, and `linarith` removes the \(-1\) from both sides.

## Powers of \(r_s\) and their remainders

```lean
/-- Coupling averaging keeps a constant and divides a term of order `n` in `r` by `n + 1`. -/
theorem couplingAverage_power (c a : ℝ) (n : ℕ) (r : ℝ) :
    couplingAverage (fun s => c + a * s ^ n) r = c + a / (n + 1) * r ^ n := by
  have h1 : couplingAverage (fun s => c + a * s ^ n) r
      = ∫ l in (0 : ℝ)..1, (c + (a * r ^ n) * l ^ n) := by
    unfold couplingAverage
    congr 1
    funext l
    ring
  rw [h1, intervalIntegral.integral_add
    (Continuous.intervalIntegrable (by fun_prop) _ _)
    (Continuous.intervalIntegrable (by fun_prop) _ _),
    intervalIntegral.integral_const, intervalIntegral.integral_const_mul, integral_pow,
    zero_pow (Nat.succ_ne_zero n), one_pow, sub_zero, one_smul]
  ring
```

For a constant plus a single power, with \(n=0,1,2,\dots\), the average is explicit:

\[
\int_0^1\big(c+a(\lambda r)^n\big)d\lambda
=c+a r^n\int_0^1\lambda^n\,d\lambda
=c+\frac{a}{n+1}\,r^n .
\]

This is the source of the factor \(1/2\): a linear term has \(n=1\). The step `h1` pulls \(r^n\) out of the power, and the `rw` line integrates term by term.

```lean
/-- Let `r > 0` and let `g` be continuous on `[0, ∞)`. If `g` differs from `c + a s^n` by at most `e
s^n` for `0 < s ≤ r`, then its coupling average at `r` differs from `c + a r^n / (n + 1)` by at most
`e r^n / (n + 1)`. -/
theorem couplingAverage_remainder {g : ℝ → ℝ} (hg : ContinuousOn g (Ici 0)) {c a e r : ℝ}
    {n : ℕ} (hr : 0 < r)
    (h : ∀ s, 0 < s → s ≤ r → |g s - c - a * s ^ n| ≤ e * s ^ n) :
    |couplingAverage g r - c - a / (n + 1) * r ^ n| ≤ e / (n + 1) * r ^ n := by
  have hint : IntervalIntegrable (fun l => g (l * r)) MeasureTheory.volume 0 1 := by
    apply ContinuousOn.intervalIntegrable
    rw [uIcc_of_le zero_le_one]
    exact hg.comp (by fun_prop) (fun l hl => mul_nonneg hl.1 hr.le)
  -- the deviation is the average of the pointwise deviation
  have e1 : couplingAverage g r - c - a / (n + 1) * r ^ n
      = ∫ l in (0 : ℝ)..1, (g (l * r) - (c + a * (l * r) ^ n)) := by
    rw [intervalIntegral.integral_sub hint (Continuous.intervalIntegrable (by fun_prop) _ _)]
    have hp := couplingAverage_power c a n r
    simp only [couplingAverage] at hp ⊢
    rw [hp]
    ring
  have e2 : e / (n + 1) * r ^ n = ∫ l in (0 : ℝ)..1, (0 + e * (l * r) ^ n) := by
    have hp := couplingAverage_power 0 e n r
    simp only [couplingAverage] at hp
    rw [hp, zero_add]
  rw [e1, e2, ← Real.norm_eq_abs]
  refine intervalIntegral.norm_integral_le_of_norm_le zero_le_one
    (Eventually.of_forall fun l hl => ?_) (Continuous.intervalIntegrable (by fun_prop) _ _)
  have hl' := h (l * r) (mul_pos hl.1 hr) (mul_le_of_le_one_left hr.le hl.2)
  rw [Real.norm_eq_abs, zero_add, ← sub_sub]
  exact hl'
```

A pair distribution is not in general a constant plus a single power, so the remainder has to be controlled. Let \(r>0\), let \(g\) be continuous on \([0,\infty)\), and suppose that

\[
|g(s)-c-a s^n|\le e\,s^n\qquad (0<s\le r).
\]

The previous theorem lets us write the deviation of the average as an average of deviations:

\[
\bar g(r)-c-\frac{a}{n+1}r^n
=\int_0^1\big[g(\lambda r)-c-a(\lambda r)^n\big]d\lambda .
\]

For \(0<\lambda\le1\) the point \(s=\lambda r\) lies in the range where the bound holds. Hence the absolute value of the right-hand side is at most

\[
\int_0^1 e(\lambda r)^n\,d\lambda=\frac{e}{n+1}r^n .
\]

In Lean, `e1` is the first of these two integral identities and `e2` the second. The lemma `norm_integral_le_of_norm_le` then bounds the integral by the integral of the pointwise bound.

```lean
/-- If `g` is continuous on `[0, ∞)` and `g - c` behaves as `a r^n` for `r → 0+`, then the coupling
average minus `c` behaves as `a r^n / (n + 1)`. -/
theorem couplingAverage_leading_order {g : ℝ → ℝ} (hg : ContinuousOn g (Ici 0)) {c a : ℝ}
    {n : ℕ} (h : Tendsto (fun s => (g s - c) / s ^ n) (𝓝[>] 0) (𝓝 a)) :
    Tendsto (fun r => (couplingAverage g r - c) / r ^ n) (𝓝[>] 0) (𝓝 (a / (n + 1))) := by
  have key : ∀ x b s : ℝ, 0 < s → |x - b * s ^ n| = |x / s ^ n - b| * s ^ n := by
    intro x b s hs
    have hp : 0 < s ^ n := pow_pos hs n
    calc |x - b * s ^ n| = |(x / s ^ n - b) * s ^ n| := by
          rw [sub_mul, div_mul_cancel₀ _ hp.ne']
      _ = |x / s ^ n - b| * s ^ n := by rw [abs_mul, abs_of_pos hp]
  rw [Metric.tendsto_nhds] at h ⊢
  intro ε hε
  obtain ⟨δ, hδ, H⟩ :=
    Metric.eventually_nhds_iff.1 (eventually_nhdsWithin_iff.1 (h (ε / 2) (half_pos hε)))
  rw [eventually_nhdsWithin_iff, Metric.eventually_nhds_iff]
  refine ⟨δ, hδ, fun r hrδ hr => ?_⟩
  have hr0 : 0 < r := hr
  rw [Real.dist_eq, sub_zero, abs_of_pos hr0] at hrδ
  -- every smaller density parameter obeys the same estimate, so it can be averaged
  have hb : |couplingAverage g r - c - a / (n + 1) * r ^ n| ≤ ε / 2 / (n + 1) * r ^ n := by
    refine couplingAverage_remainder hg hr0 (fun s hs hsr => ?_)
    have hd : dist s 0 < δ := by
      rw [Real.dist_eq, sub_zero, abs_of_pos hs]
      linarith
    have hs' := H hd hs
    rw [Real.dist_eq] at hs'
    rw [key _ _ _ hs]
    exact mul_le_mul_of_nonneg_right hs'.le (pow_pos hs n).le
  rw [key _ _ _ hr0] at hb
  have hb' := le_of_mul_le_mul_right hb (pow_pos hr0 n)
  have hn : (1 : ℝ) ≤ (n : ℝ) + 1 := by linarith [Nat.cast_nonneg (α := ℝ) n]
  have hle : ε / 2 / ((n : ℝ) + 1) ≤ ε / 2 := div_le_self (half_pos hε).le hn
  rw [Real.dist_eq]
  linarith
```

The hypothesis `h` says that \((g(s)-c)/s^n\to a\) as \(s\to0^+\). `Tendsto` expresses a limit, `𝓝[>] 0` means approach to zero from above, and `𝓝 a` means approach to \(a\). The conclusion is

\[
\frac{\bar g(r)-c}{r^n}\to\frac{a}{n+1}.
\]

Given \(\varepsilon>0\), choose \(\delta>0\) so that \(|(g(s)-c)/s^n-a|<\varepsilon/2\) for \(0<s<\delta\). Multiplying by \(s^n\) gives

\[
|g(s)-c-a s^n|\le\frac{\varepsilon}{2}s^n .
\]

Now take \(0<r<\delta\). Every \(s\) with \(0<s\le r\) also lies below \(\delta\), so the remainder estimate applies with \(e=\varepsilon/2\). Dividing its result by \(r^n\) gives

\[
\left|\frac{\bar g(r)-c}{r^n}-\frac{a}{n+1}\right|
\le\frac{\varepsilon}{2(n+1)}\le\frac{\varepsilon}{2}<\varepsilon .
\]

The auxiliary statement `key` performs the multiplication and division by the power, `obtain` extracts \(\delta\), and `hb` is the averaged estimate.

## The factor one half

```lean
/-- Coupling averaging halves the slope in `r_s`: if `g` is continuous on `[0, ∞)` and has right
derivative `g1` at `r = 0`, then `(gbar r - g 0) / r` tends to `g1 / 2` as `r → 0+`. -/
theorem couplingAverage_halves_slope {g : ℝ → ℝ} (hg : ContinuousOn g (Ici 0)) {g1 : ℝ}
    (h : HasDerivWithinAt g g1 (Ici 0) 0) :
    Tendsto (fun r => (couplingAverage g r - g 0) / r) (𝓝[>] 0) (𝓝 (g1 / 2)) := by
  have hs := (hasDerivWithinAt_iff_tendsto_slope' (by simp)).1 (h.mono Ioi_subset_Ici_self)
  have h1 : Tendsto (fun s => (g s - g 0) / s ^ 1) (𝓝[>] 0) (𝓝 g1) :=
    hs.congr (fun s => by rw [slope_def_field, sub_zero, pow_one])
  have h2 := couplingAverage_leading_order hg h1
  have h3 : g1 / (((1 : ℕ) : ℝ) + 1) = g1 / 2 := by norm_num
  rw [h3] at h2
  exact h2.congr (fun r => by rw [pow_one])
```

`HasDerivWithinAt g g1 (Ici 0) 0` says that \(g\) has derivative \(g_1\) at zero when approached from within \([0,\infty)\). The slope is one-sided because negative \(r_s\) has no physical meaning. Its existence is assumed: it stands for a finite linear response of the pair distribution to the interaction, starting from the non-interacting gas.

The hypothesis reads

\[
\frac{g(s)-g(0)}{s}\to g_1\qquad(s\to0^+),
\]

which is the premise of the previous theorem with \(n=1\), \(c=g(0)\) and \(a=g_1\). The conclusion is therefore

\[
\frac{\bar g(r)-g(0)}{r}\to\frac{g_1}{2}.
\]

Setting \(r=0\) in the definition gives \(\bar g(0)=g(0)\), so this limit is the right-hand slope of \(\bar g\) at zero.

In the proof, `hs` turns the derivative into a limit of difference quotients, `h1` writes the denominator as a first power, and `h2` applies the leading-order theorem. The step `h3` evaluates \(1+1\) in the denominator.

## Bounds when \(g\) never increases with \(r_s\)

```lean
/-- If the pair distribution does not increase with `r_s`, its coupling average lies between
the fully coupled value `g r` and the uncoupled value `g 0`. -/
theorem couplingAverage_mem_Icc {g : ℝ → ℝ} (hg : AntitoneOn g (Ici 0)) {r : ℝ}
    (hr : 0 ≤ r) : couplingAverage g r ∈ Icc (g r) (g 0) := by
  have hint : IntervalIntegrable (fun l => g (l * r)) MeasureTheory.volume 0 1 := by
    apply AntitoneOn.intervalIntegrable
    rw [uIcc_of_le zero_le_one]
    intro x hx y hy hxy
    exact hg (mul_nonneg hx.1 hr) (mul_nonneg hy.1 hr) (mul_le_mul_of_nonneg_right hxy hr)
  have hc : ∀ c : ℝ, ∫ _l in (0 : ℝ)..1, c = c := fun c => by simp
  constructor
  · rw [← hc (g r)]
    exact intervalIntegral.integral_mono_on zero_le_one intervalIntegrable_const hint
      (fun l hl => hg (mul_nonneg hl.1 hr) hr (mul_le_of_le_one_left hr hl.2))
  · rw [← hc (g 0)]
    exact intervalIntegral.integral_mono_on zero_le_one hint intervalIntegrable_const
      (fun l hl => hg self_mem_Ici (mul_nonneg hl.1 hr) (mul_nonneg hl.1 hr))

end

end ElectronGasCouplingAverage
```

`AntitoneOn g (Ici 0)` says that \(g\) never increases as \(r_s\) grows from zero. This stands for a scaled separation at which stronger repulsion makes pairs less likely, as one expects for electrons close together. It need not hold at every separation. Continuity isn't required here, and \(r=0\) is allowed.

For \(0\le\lambda\le1\) we have \(0\le\lambda r\le r\), hence

\[
g(r)\le g(\lambda r)\le g(0).
\]

Integrating over \(\lambda\) from \(0\) to \(1\) leaves the two constants unchanged and gives

\[
g(r)\le\bar g(r)\le g(0).
\]

Membership in `Icc (g r) (g 0)`, a closed interval, expresses both inequalities. The proof obtains integrability from monotonicity, and `constructor` splits the claim into its lower and upper bounds. Each then follows from `integral_mono_on`, which integrates an inequality between functions.

```lean
#print axioms ElectronGasCouplingAverage.hasDerivAt_couplingAverage
#print axioms ElectronGasCouplingAverage.eq_of_couplingAverage_eq
#print axioms ElectronGasCouplingAverage.couplingAverage_halves_slope
#print axioms ElectronGasCouplingAverage.couplingAverage_mem_Icc
```

```
'ElectronGasCouplingAverage.hasDerivAt_couplingAverage' depends on axioms: [propext, Classical.choice, Quot.sound]
'ElectronGasCouplingAverage.eq_of_couplingAverage_eq' depends on axioms: [propext, Classical.choice, Quot.sound]
'ElectronGasCouplingAverage.couplingAverage_halves_slope' depends on axioms: [propext, Classical.choice, Quot.sound]
'ElectronGasCouplingAverage.couplingAverage_mem_Icc' depends on axioms: [propext, Classical.choice, Quot.sound]
```
